# The vacuum expectation value of two fermionic annihilators applied after two creators

For a finite set of fermionic modes with annihilators $a_p$ and creators $c_p$ obeying the canonical anticommutation relations, `pair_overlap` states that $\langle v, a_p a_q c_r c_s v\rangle = \delta_{ps}\delta_{qr} - \delta_{pr}\delta_{qs}$. Here $v$ is a unit vector annihilated by every $a_p$, in a complex inner product space on which each $c_p$ is adjoint to $a_p$. The proof writes each of the four operators as a field operator with a single nonzero coefficient, equal to 1, and applies the Wick theorem for four operators, `wick_four`. The two-point functions then become dot products of coefficient vectors, and the auxiliary fact `hd` is meant to evaluate those between two unit vectors as Kronecker deltas.

An attempt in Lean 4 with a fault in it:

```lean
import Mathlib

open Matrix

namespace FermionWick

noncomputable section

variable {ι H : Type*} [DecidableEq ι] [NormedAddCommGroup H] [InnerProductSpace ℂ H]

/-- The annihilators `a p` anticommute with each other, the anticommutator of `a p` and `c q` is the
identity if `p = q` and zero otherwise, and `c p` is adjoint to `a p`. -/
structure IsCAR (a c : ι → H →ₗ[ℂ] H) : Prop where
  ann_ann : ∀ p q x, a p (a q x) + a q (a p x) = 0
  ann_cre : ∀ p q x, a p (c q x) + c q (a p x) = if p = q then x else 0
  adjoint : ∀ p x y, inner ℂ (c p x) y = inner ℂ x (a p y)

/-- A vacuum is a unit vector annihilated by every `a p`. -/
structure IsVacuum (a : ι → H →ₗ[ℂ] H) (v : H) : Prop where
  ann : ∀ p, a p v = 0
  unit : ‖v‖ = 1

variable {a c : ι → H →ₗ[ℂ] H} {v : H}

variable [Fintype ι]

/-- The combination of annihilators with coefficients `f`. -/
def annPart (a : ι → H →ₗ[ℂ] H) (f : ι → ℂ) : H →ₗ[ℂ] H := ∑ p, f p • a p

/-- The combination of all annihilators (coefficients `b.1`) and creators
(coefficients `b.2`). -/
def fieldOp (a c : ι → H →ₗ[ℂ] H) (b : (ι → ℂ) × (ι → ℂ)) : H →ₗ[ℂ] H :=
  ∑ p, (b.1 p • a p + b.2 p • c p)

/-- The inner product of a vector `v` with the result of applying two field operators to `v`, that
of `b'` first. -/
def twoPoint (a c : ι → H →ₗ[ℂ] H) (v : H) (b b' : (ι → ℂ) × (ι → ℂ)) : ℂ :=
  inner ℂ v (fieldOp a c b (fieldOp a c b' v))

/-- Moving an annihilation part past a field operator costs a sign and leaves a scalar. -/
theorem annPart_fieldOp (h : IsCAR a c) (f : ι → ℂ) (b : (ι → ℂ) × (ι → ℂ)) (x : H) :
    annPart a f (fieldOp a c b x) = (f ⬝ᵥ b.2) • x - fieldOp a c b (annPart a f x) := by
  -- first for a single annihilator
  have h1 : ∀ p, a p (fieldOp a c b x) + fieldOp a c b (a p x) = b.2 p • x := by
    intro p
    simp only [fieldOp, LinearMap.sum_apply, LinearMap.add_apply, LinearMap.smul_apply,
      map_sum, map_add, map_smul]
    rw [← Finset.sum_add_distrib]
    calc _ = ∑ q, b.2 q • (if p = q then x else 0) := Finset.sum_congr rfl fun q _ => by
          rw [← h.ann_cre p q x]
          linear_combination (norm := module) b.1 q • h.ann_ann p q x
      _ = b.2 p • x := by simp
  rw [eq_sub_iff_add_eq]
  simp only [annPart, LinearMap.sum_apply, LinearMap.smul_apply, map_sum, map_smul]
  rw [← Finset.sum_add_distrib, dotProduct, Finset.sum_smul]
  refine Finset.sum_congr rfl fun p _ => ?_
  rw [← smul_add, h1, smul_smul]

omit [DecidableEq ι] in
/-- Every combination of annihilators annihilates the vacuum. -/
theorem annPart_vacuum (hv : IsVacuum a v) (f : ι → ℂ) : annPart a f v = 0 := by
  simp [annPart, hv.ann]

/-- Against the vacuum bra, only the annihilation part of a field operator survives. -/
theorem inner_vacuum (h : IsCAR a c) (hv : IsVacuum a v) (b : (ι → ℂ) × (ι → ℂ)) (x : H) :
    inner ℂ v (fieldOp a c b x) = inner ℂ v (annPart a b.1 x) := by
  have hc : ∀ p, inner ℂ v (c p x) = 0 := fun p => by
    rw [← inner_conj_symm, h.adjoint, hv.ann, inner_zero_right, map_zero]
  simp [fieldOp, annPart, LinearMap.sum_apply, hc]

/-- The two-point function pairs the annihilator coefficients of the first operator with
the creator coefficients of the second. -/
theorem twoPoint_eq (h : IsCAR a c) (hv : IsVacuum a v) (b b' : (ι → ℂ) × (ι → ℂ)) :
    twoPoint a c v b b' = b.1 ⬝ᵥ b'.2 := by
  rw [twoPoint, inner_vacuum h hv, annPart_fieldOp h, annPart_vacuum hv, map_zero, sub_zero,
    inner_smul_right, inner_self_eq_norm_sq_to_K, hv.unit]
  simp

/-- Wick theorem for four operators: the vacuum expectation value is the signed sum over
the three pairings. -/
theorem wick_four (h : IsCAR a c) (hv : IsVacuum a v) (b₁ b₂ b₃ b₄ : (ι → ℂ) × (ι → ℂ)) :
    inner ℂ v (fieldOp a c b₁ (fieldOp a c b₂ (fieldOp a c b₃ (fieldOp a c b₄ v)))) =
      twoPoint a c v b₁ b₂ * twoPoint a c v b₃ b₄
        - twoPoint a c v b₁ b₃ * twoPoint a c v b₂ b₄
        + twoPoint a c v b₁ b₄ * twoPoint a c v b₂ b₃ := by
  -- carry the annihilation part of the first operator to the vacuum
  rw [inner_vacuum h hv, annPart_fieldOp h, annPart_fieldOp h, annPart_fieldOp h,
    annPart_vacuum hv, twoPoint_eq h hv b₁ b₂, twoPoint_eq h hv b₁ b₃,
    twoPoint_eq h hv b₁ b₄]
  simp only [map_zero, sub_zero, map_sub, map_smul, inner_sub_right, inner_smul_right,
    twoPoint]
  ring

/-- The vacuum expectation value of two annihilators applied after two creators is an
antisymmetrised product of Kronecker deltas. -/
theorem pair_overlap (h : IsCAR a c) (hv : IsVacuum a v) (p q r s : ι) :
    inner ℂ v (a p (a q (c r (c s v)))) =
      (if p = s then 1 else 0) * (if q = r then 1 else 0)
        - (if p = r then 1 else 0) * (if q = s then (1 : ℂ) else 0) := by
  have ha : ∀ p, fieldOp a c (Pi.single p 1, 0) = a p := fun p => by
    simp [fieldOp, Pi.single_apply]
  have hc : ∀ p, fieldOp a c (0, Pi.single p 1) = c p := fun p => by
    simp [fieldOp, Pi.single_apply]
  have hd : ∀ p r : ι, (Pi.single p 1 : ι → ℂ) ⬝ᵥ Pi.single r 1 = if p = r then 1 else 0 :=
    fun p r => by simp [dotProduct, Pi.single_apply]
  have w := wick_four h hv (Pi.single p 1, 0) (Pi.single q 1, 0)
    (0, Pi.single r 1) (0, Pi.single s 1)
  simp only [twoPoint_eq h hv, hd, dotProduct_zero, zero_dotProduct] at w
  rw [ha, ha, hc, hc] at w
  rw [w]
  ring

end

end FermionWick
```

The compiler's answer:

```
Main.lean:105:15: error: unsolved goals
ι : Type u_1
H : Type u_2
inst✝³ : DecidableEq ι
inst✝² : NormedAddCommGroup H
inst✝¹ : InnerProductSpace ℂ H
a c : ι → H →ₗ[ℂ] H
v : H
inst✝ : Fintype ι
h : IsCAR a c
hv : IsVacuum a v
p✝ q r✝ s : ι
ha : ∀ (p : ι), fieldOp a c (Pi.single p 1, 0) = a p
hc : ∀ (p : ι), fieldOp a c (0, Pi.single p 1) = c p
p r : ι
⊢ (if r = p then 1 else 0) = if p = r then 1 else 0
```

Cause. The error is in the proof of `hd`. Unfolding the dot product with `Pi.single_apply` gives a sum over `x` of the product of `if x = p then 1 else 0` and `if x = r then 1 else 0`. Either factor can be used to collapse the sum. The remaining goal shows that `simp` used the second, setting `x` to `r` and leaving the condition `r = p`, whereas the statement has `p = r`. The two sides are equal, but `simp` did not turn the equality round, so the goal stayed open.

The repair uses `simp only` with a list of lemmas that fixes which factor is used. `ite_mul`, with `one_mul` and `zero_mul`, makes the first factor the outer conditional, and `Finset.sum_ite_eq'` then collapses the sum at `x = p`. What is left is `if p = r then 1 else 0`, exactly the right-hand side. `Finset.mem_univ` and `if_true` remove the membership condition that the collapse introduces.

The mended proof, as a diff:

```diff
@@ -103,5 +103,7 @@
     simp [fieldOp, Pi.single_apply]
   have hd : ∀ p r : ι, (Pi.single p 1 : ι → ℂ) ⬝ᵥ Pi.single r 1 = if p = r then 1 else 0 :=
-    fun p r => by simp [dotProduct, Pi.single_apply]
+    fun p r => by
+      simp only [dotProduct, Pi.single_apply, ite_mul, one_mul, zero_mul,
+        Finset.sum_ite_eq', Finset.mem_univ, if_true]
   have w := wick_four h hv (Pi.single p 1, 0) (Pi.single q 1, 0)
     (0, Pi.single r 1) (0, Pi.single s 1)
```
